# Ladder operators multiply the squared norm of a J_z eigenvector by a(a+1) − m(m ± 1)

The theorem `norm_ladder` concerns three symmetric operators on a complex inner product space that obey the angular momentum commutation relations with ℏ = 1, and for which J² = a(a+1) with a real and non-negative. If J_z v = m v, it states that J_x ± iJ_y sends v to a vector whose squared norm is a(a+1) − m(m ± 1) times that of v. The vector v need not be normalised; when it has norm one, the factor is itself the squared norm of the shifted vector. The proof writes that squared norm as an inner product, moves the ladder operator to the other side as its adjoint, and evaluates the product of the two ladder operators on v by means of J² and J_z.

This version doesn't compile in Lean 4 with Mathlib:

```lean
import Mathlib

open Matrix
open Complex (I I_mul_I)
open scoped Kronecker

namespace SpinCouplingUpperBound

noncomputable section

variable {V : Type*} [NormedAddCommGroup V] [InnerProductSpace ℂ V]
  {J K : Fin 3 → Module.End ℂ V} {a b : ℝ}

/-- The scalar product `J·K` of two vector operators. -/
def dot (J K : Fin 3 → Module.End ℂ V) : Module.End ℂ V := ∑ i, J i * K i

/-- The ladder operator `Jx + i s Jy`: raising for `s = 1`, lowering for `s = -1`. -/
def ladder (J : Fin 3 → Module.End ℂ V) (s : ℝ) : Module.End ℂ V :=
  J 0 + ((s : ℂ) * I) • J 1

/-- A Hermitian triple with the angular momentum commutation relations (`ℏ = 1`). -/
structure IsAngularMomentum (J : Fin 3 → Module.End ℂ V) : Prop where
  herm : ∀ i, (J i).IsSymmetric
  xy : J 0 * J 1 - J 1 * J 0 = I • J 2
  yz : J 1 * J 2 - J 2 * J 1 = I • J 0
  zx : J 2 * J 0 - J 0 * J 2 = I • J 1

/-- An angular momentum with `J² = a(a+1)` and `a ≥ 0`. -/
structure IsSpin (J : Fin 3 → Module.End ℂ V) (a : ℝ) : Prop extends IsAngularMomentum J where
  nonneg : 0 ≤ a
  casimir : dot J J = ((a * (a + 1) : ℝ) : ℂ) • 1

private lemma ladder_mul (h : IsAngularMomentum J) (s : ℝ) (hs : s * s = 1) :
    ladder J (-s) * ladder J s = dot J J - J 2 * J 2 - (s : ℂ) • J 2 := by
  have hs' : (s : ℂ) * s = 1 := by exact_mod_cast hs
  have e1 : ladder J (-s) * ladder J s = J 0 * J 0 + ((s : ℂ) * I) • (J 0 * J 1 - J 1 * J 0)
      + (-((s : ℂ) * s) * (I * I)) • (J 1 * J 1) := by
    simp only [ladder, add_mul, mul_add, smul_mul_assoc, mul_smul_comm, Complex.ofReal_neg]
    module
  have e2 : ((s : ℂ) * I) • (I • J 2) = -((s : ℂ) • J 2) := by
    rw [smul_smul, mul_assoc, I_mul_I]
    module
  rw [e1, h.xy, e2, hs', I_mul_I]
  simp only [dot, Fin.sum_univ_three]
  module

/-- The squared norm of a ladder-shifted weight vector is `a(a+1) - m(m ± 1)` times that of
the original vector. -/
theorem norm_ladder (h : IsSpin J a) {s m : ℝ} (hs : s * s = 1) {v : V}
    (hz : J 2 v = (m : ℂ) • v) :
    ‖ladder J s v‖ ^ 2 = (a * (a + 1) - m * (m + s)) * ‖v‖ ^ 2 := by
  have n (x : V) : inner ℂ x x = ((‖x‖ ^ 2 : ℝ) : ℂ) :=
    (inner_self_eq_norm_sq_to_K (𝕜 := ℂ) x).trans (Complex.ofReal_pow _ _).symm
  -- the two ladder operators are adjoint to each other
  have adj (w : V) : inner ℂ (ladder J s v) w = inner ℂ v (ladder J (-s) w) := by
    simp only [ladder, LinearMap.add_apply, LinearMap.smul_apply, inner_add_left,
      inner_add_right, inner_smul_left, inner_smul_right, map_mul, Complex.conj_ofReal,
      Complex.conj_I]
    rw [h.herm 0 v w, h.herm 1 v w]
    push_cast
    ring
  have e := LinearMap.congr_fun (ladder_mul h.toIsAngularMomentum s hs) v
  simp only [Module.End.mul_apply, LinearMap.sub_apply, LinearMap.smul_apply, h.casimir, hz,
    map_smul, Module.End.one_apply] at e
  apply Complex.ofReal_injective
  rw [← n (ladder J s v), adj, e, Complex.ofReal_mul, ← n v]
  simp only [inner_sub_right, inner_smul_right]
  push_cast
  ring

end

end SpinCouplingUpperBound
```

The error:

```
Main.lean:66:54: error: Tactic `rewrite` failed: Did not find an occurrence of the pattern
  ↑(‖v‖ ^ 2)
in the target expression
  inner ℂ v ((↑a * ↑(a + 1)) • v - ↑m • ↑m • v - ↑s • ↑m • v) = ↑((a * (a + 1) - m * (m + s)) * ‖v‖ ^ 2)

V : Type u_1
inst✝¹ : NormedAddCommGroup V
inst✝ : InnerProductSpace ℂ V
J : Fin 3 → Module.End ℂ V
a : ℝ
h : IsSpin J a
s m : ℝ
hs : s * s = 1
v : V
hz : (J 2) v = ↑m • v
n : ∀ (x : V), inner ℂ x x = ↑(‖x‖ ^ 2)
adj : ∀ (w : V), inner ℂ ((ladder J s) v) w = inner ℂ v ((ladder J (-s)) w)
e : (ladder J (-s)) ((ladder J s) v) = ↑(a * (a + 1)) • v - ↑m • ↑m • v - ↑s • ↑m • v
⊢ inner ℂ v ((↑a * ↑(a + 1)) • v - ↑m • ↑m • v - ↑s • ↑m • v) = ↑((a * (a + 1) - m * (m + s)) * ‖v‖ ^ 2)
```

What went wrong. The error says that `rw` could not find `↑(‖v‖ ^ 2)`, the pattern it needs for `← n v`. The step before it, `Complex.ofReal_mul`, was needed to split the cast on the right-hand side into a factor times `↑(‖v‖ ^ 2)`. But `rw` fixes the lemma's variables at the first match it finds and rewrites only instances of that match. Here the match was `↑(a * (a + 1))` on the left, which became `↑a * ↑(a + 1)`. The product on the right stayed under a single cast, so `↑(‖v‖ ^ 2)` did not occur as a term of its own.

The repair drops both rewrites and uses `n` in the other direction, inside `simp only`. Once the inner product has been expanded by linearity, `n` turns each `inner ℂ v v` on the left into `↑(‖v‖ ^ 2)`. The right-hand side no longer has to be split beforehand: `push_cast` distributes the casts on both sides, and `ring` proves the resulting identity.

As a diff, the version that Lean accepts:

```diff
@@ -64,6 +64,6 @@
     map_smul, Module.End.one_apply] at e
   apply Complex.ofReal_injective
-  rw [← n (ladder J s v), adj, e, Complex.ofReal_mul, ← n v]
-  simp only [inner_sub_right, inner_smul_right]
+  rw [← n (ladder J s v), adj, e]
+  simp only [inner_sub_right, inner_smul_right, n]
   push_cast
   ring
```
